# Antisymmetric Majorana couplings: eigenvectors with nonzero eigenvalue give modes that square to zero and shift the energy

The Majorana operators are modelled here as any finite family of square complex matrices \(g_j\) that obeys the Clifford relations. No particular representation, such as Jordan–Wigner strings, is fixed. In the code `ι` labels the Majorana operators and `m` labels the basis states; both are finite. No relation between their sizes is assumed separately, although the Clifford relations themselves restrict which sizes can occur together. A state is a vector `m → ℂ`, not necessarily normalised.

In Lean 4 with Mathlib:

```lean
import Mathlib

open Matrix Complex
open scoped ComplexOrder

namespace MajoranaQuasiparticle

noncomputable section

variable {ι m : Type*} [Fintype ι] [DecidableEq ι] [Fintype m] [DecidableEq m]
```

The relations are

\[ g_j g_k + g_k g_j = 2\delta_{jk}\,1, \]

so each generator squares to the identity. Hermiticity is not part of this definition. It is assumed separately, and only for the results about adjoints.

```lean
/-- The Majorana anticommutation relations `g_j g_k + g_k g_j = 2 δ_jk`. -/
def IsMajorana (g : ι → Matrix m m ℂ) : Prop :=
  ∀ j k, g j * g k + g k * g j = (if j = k then 2 else 0 : ℂ) • (1 : Matrix m m ℂ)
```

A coefficient vector \(x\) with complex entries defines the operator

\[ g(x) = \sum_j x_j g_j . \]

```lean
/-- The linear combination `g(x) = ∑ x_j g_j` of Majorana operators. -/
def mode (g : ι → Matrix m m ℂ) (x : ι → ℂ) : Matrix m m ℂ := ∑ j, x j • g j
```

For a real matrix \(A\), the Hamiltonian is

\[ H = \frac{i}{4}\sum_{j,k} A_{jk}\, g_j g_k . \]

The prefactor \(i/4\) sets the energy scale: with it, and for antisymmetric \(A\) as assumed below, an eigenvalue \(-ie\) of \(A\) corresponds to an energy difference of exactly \(e\).

```lean
/-- The quadratic Majorana Hamiltonian `H = (i/4) ∑ A_jk g_j g_k`. -/
def hamiltonian (A : Matrix ι ι ℝ) (g : ι → Matrix m m ℂ) : Matrix m m ℂ :=
  (I / 4) • ∑ j, ∑ k, (A j k : ℂ) • (g j * g k)
```

An alternative model would place the \(g_j\) in an abstract Clifford algebra and let it act on a space of states. The operator identities below would then be proved once for all representations, including infinite-dimensional ones, but energies and eigenvectors would enter only after an action had been chosen. With matrices, the eigenvalue equation can be written directly.

## Anticommutators of linear combinations

The matrix \(A\) is assumed antisymmetric, written `Aᵀ = -A`. Entry by entry this says \(A_{jk} = -A_{kj}\), which is needed with the entries regarded as complex numbers.

```lean
omit [Fintype ι] [DecidableEq ι] in
lemma entry_antisymm {A : Matrix ι ι ℝ} (hA : Aᵀ = -A) (j k : ι) :
    (A j k : ℂ) = -(A k j : ℂ) := by
  have h : A j k = -A k j := congrFun (congrFun hA k) j
  rw [h, Complex.ofReal_neg]
```

For one generator and one linear combination, the Clifford relations leave a single term of the sum:

\[ g_j g(x) + g(x) g_j = \sum_k x_k (g_j g_k + g_k g_j) = \sum_k 2 x_k \delta_{jk}\,1 = 2x_j\,1 . \]

The proof distributes the products over the sum and then applies the relations termwise.

```lean
lemma generator_anticomm {g : ι → Matrix m m ℂ} (hg : IsMajorana g) (j : ι) (x : ι → ℂ) :
    g j * mode g x + mode g x * g j = (2 * x j) • (1 : Matrix m m ℂ) := by
  unfold IsMajorana at hg
  simp only [mode, Finset.mul_sum, Finset.sum_mul, ← Finset.sum_add_distrib, mul_smul_comm,
    smul_mul_assoc, ← smul_add, hg, smul_smul, ← Finset.sum_smul]
  congr 1
  simp [mul_comm]
```

Expanding the first factor of a product of two linear combinations gives

\[ g(x)g(y) + g(y)g(x) = \sum_j x_j\,\bigl(g_j g(y) + g(y) g_j\bigr) = 2\sum_j x_j y_j\,1 = 2(x\cdot y)\,1 . \]

The product \(x\cdot y\), written `x ⬝ᵥ y`, is bilinear and contains no complex conjugation. A nonzero complex vector can therefore satisfy \(x\cdot x = 0\).

```lean
/-- Two linear combinations of Majorana operators anticommute to the number `2 x·y`. -/
theorem mode_anticomm {g : ι → Matrix m m ℂ} (hg : IsMajorana g) (x y : ι → ℂ) :
    mode g x * mode g y + mode g y * mode g x = (2 * (x ⬝ᵥ y)) • (1 : Matrix m m ℂ) := by
  have h : mode g x * mode g y + mode g y * mode g x
      = ∑ j, x j • (g j * mode g y + mode g y * g j) := by
    rw [show mode g x = ∑ j, x j • g j from rfl, Finset.sum_mul, Finset.mul_sum,
      ← Finset.sum_add_distrib]
    simp only [smul_mul_assoc, mul_smul_comm, smul_add]
  rw [h]
  simp only [generator_anticomm hg, smul_smul, ← Finset.sum_smul]
  congr 1
  rw [dotProduct, Finset.mul_sum]
  exact Finset.sum_congr rfl fun j _ => by ring
```

## The Hamiltonian acts on the coefficients

For a bilinear term, adding and subtracting \(g_j\,g(x)\,g_k\) turns the commutator into anticommutators:

\[ [g_j g_k, g(x)] = g_j\{g_k, g(x)\} - \{g_j, g(x)\}\,g_k = 2x_k g_j - 2x_j g_k . \]

Multiplying by \(A_{jk}\) and summing, the first term gives

\[ \sum_{j,k} 2A_{jk}x_k g_j = 2g(Ax). \]

In the second, exchanging the names of the indices and using antisymmetry gives

\[ \sum_{j,k} 2A_{jk}x_j g_k = \sum_{j,k} 2A_{kj}x_k g_j = -2g(Ax). \]

The difference is \(4g(Ax)\), and the prefactor yields

\[ [H, g(x)] = \frac{i}{4}\cdot 4\,g(Ax) = i\,g(Ax). \]

In the proof, `ht` is the bilinear commutator, `hH` moves the commutator inside the double sum, `hs` is the exchange of indices, and `hm` recognises \(2g(Ax)\). The expression `A.map Complex.ofReal *ᵥ x` is \(Ax\), with the real entries of \(A\) read as complex numbers.

```lean
/-- For real antisymmetric `A`, the commutator with the Hamiltonian acts on the coefficients: `[H,
g(x)] = i g(Ax)`. -/
theorem hamiltonian_commutator {g : ι → Matrix m m ℂ} (hg : IsMajorana g)
    {A : Matrix ι ι ℝ} (hA : Aᵀ = -A) (x : ι → ℂ) :
    hamiltonian A g * mode g x - mode g x * hamiltonian A g
      = I • mode g (A.map Complex.ofReal *ᵥ x) := by
  -- a bilinear commutes with a linear term into linear terms
  have ht : ∀ j k, g j * g k * mode g x - mode g x * (g j * g k)
      = (2 * x k) • g j - (2 * x j) • g k := fun j k => by
    calc _ = g j * (g k * mode g x + mode g x * g k)
          - (g j * mode g x + mode g x * g j) * g k := by noncomm_ring
      _ = _ := by
        rw [generator_anticomm hg, generator_anticomm hg, mul_smul_comm, smul_mul_assoc,
          mul_one, one_mul]
  have hH : hamiltonian A g * mode g x - mode g x * hamiltonian A g
      = (I / 4) • ∑ j, ∑ k, (A j k : ℂ) •
        (g j * g k * mode g x - mode g x * (g j * g k)) := by
    simp only [hamiltonian, smul_mul_assoc, mul_smul_comm, Finset.sum_mul, Finset.mul_sum,
      smul_sub, Finset.sum_sub_distrib]
  -- antisymmetry makes the two linear terms add up
  have hs : ∑ j, ∑ k, (A j k : ℂ) • ((2 * x j) • g k)
      = -∑ j, ∑ k, (A j k : ℂ) • ((2 * x k) • g j) := by
    rw [Finset.sum_comm]
    simp only [← Finset.sum_neg_distrib]
    refine Finset.sum_congr rfl fun j _ => Finset.sum_congr rfl fun k _ => ?_
    rw [entry_antisymm hA k j, neg_smul]
  have hm : ∑ j, ∑ k, (A j k : ℂ) • ((2 * x k) • g j)
      = (2 : ℂ) • mode g (A.map Complex.ofReal *ᵥ x) := by
    rw [mode, Finset.smul_sum]
    refine Finset.sum_congr rfl fun j _ => ?_
    simp only [Matrix.mulVec, dotProduct, Matrix.map_apply]
    rw [Finset.sum_smul, Finset.smul_sum]
    refine Finset.sum_congr rfl fun k _ => ?_
    simp only [smul_smul]
    congr 1
    ring
  rw [hH]
  simp only [ht, smul_sub, Finset.sum_sub_distrib]
  rw [hs, hm]
  module
```

## Why the mode squares to zero

Suppose that \(Ax = -ie\,x\) with \(e\) real and nonzero. The eigenvalues of a real antisymmetric matrix are purely imaginary, so every nonzero eigenvalue has this form; that fact is not proved here, and the form is taken as a hypothesis. Antisymmetry gives

\[ x\cdot Ax = (A^{T}x)\cdot x = -(Ax)\cdot x = -\,x\cdot Ax , \]

so \(x\cdot Ax = 0\). By the eigenvalue equation the same number is \(-ie\,(x\cdot x)\), and since \(e \neq 0\), \(x\cdot x = 0\). In terms of the real and imaginary parts \(x = u + iw\), this means that \(u\) and \(w\) are orthogonal and of equal length.

The step `h` is the equation between \(x\cdot Ax\) and its negative. After the eigenvalue has been inserted, the nonzero factor \(ie\) is cancelled.

```lean
omit [DecidableEq ι] in
/-- An eigenvector `x` of a real antisymmetric `A` with eigenvalue `-i e`, `e ≠ 0` real, satisfies
`x·x = 0` (without complex conjugation). -/
theorem eigenvector_isotropic {A : Matrix ι ι ℝ} (hA : Aᵀ = -A) {x : ι → ℂ} {e : ℝ}
    (he : e ≠ 0) (hx : A.map Complex.ofReal *ᵥ x = (-(I * e)) • x) : x ⬝ᵥ x = 0 := by
  have hT : (A.map Complex.ofReal)ᵀ = -(A.map Complex.ofReal) := by
    ext j k
    exact entry_antisymm hA k j
  have h : x ⬝ᵥ (A.map Complex.ofReal *ᵥ x) = -(x ⬝ᵥ (A.map Complex.ofReal *ᵥ x)) := by
    conv_lhs => rw [Matrix.dotProduct_mulVec, ← Matrix.mulVec_transpose, hT,
      Matrix.neg_mulVec, neg_dotProduct, dotProduct_comm]
  rw [hx, dotProduct_smul, smul_eq_mul] at h
  have h0 : (I * e) * (x ⬝ᵥ x) = 0 := by linear_combination (-1 / 2 : ℂ) * h
  exact (mul_eq_zero.mp h0).resolve_left
    (mul_ne_zero Complex.I_ne_zero (Complex.ofReal_ne_zero.mpr he))
```

## The energy shift

The eigenvalue equation turns the commutator into

\[ [H, g(x)] = i\,g(-ie\,x) = e\,g(x), \]

which is `hc` in the proof. If \(Hv = Ev\), then

\[ H g(x)v = g(x)Hv + e\,g(x)v = (E+e)\,g(x)v . \]

This argument does not use \(e \neq 0\).

```lean
lemma energy_shift {g : ι → Matrix m m ℂ} (hg : IsMajorana g) {A : Matrix ι ι ℝ}
    (hA : Aᵀ = -A) {x : ι → ℂ} {e : ℝ}
    (hx : A.map Complex.ofReal *ᵥ x = (-(I * e)) • x) {v : m → ℂ} {E : ℂ}
    (hv : hamiltonian A g *ᵥ v = E • v) :
    hamiltonian A g *ᵥ (mode g x *ᵥ v) = (E + e) • (mode g x *ᵥ v) := by
  have hc : hamiltonian A g * mode g x - mode g x * hamiltonian A g = (e : ℂ) • mode g x := by
    rw [hamiltonian_commutator hg hA, hx]
    simp only [mode, Finset.smul_sum, Pi.smul_apply, smul_eq_mul, smul_smul]
    refine Finset.sum_congr rfl fun j _ => ?_
    congr 1
    linear_combination (-(e : ℂ) * x j) * Complex.I_sq
  rw [Matrix.mulVec_mulVec, sub_eq_iff_eq_add.mp hc, Matrix.add_mulVec, Matrix.smul_mulVec,
    ← Matrix.mulVec_mulVec, hv, Matrix.mulVec_smul]
  module
```

The main theorem joins this shift to the vanishing square. Setting \(y = x\) in the anticommutator gives

\[ 2g(x)^2 = 2(x\cdot x)\,1 = 0, \]

and halving gives \(g(x)^2 = 0\), the algebraic form of Pauli exclusion: the same quasiparticle cannot be created twice.

Read in words, the theorem `quasiparticle_mode` takes a family with the Clifford relations (`hg`), a real antisymmetric \(A\) (`hA`), a nonzero real \(e\) (`he`) and a vector with \(Ax = -ie\,x\) (`hx`). It concludes that \(g(x)^2 = 0\) and that the shifted eigenvalue equation holds for every \(v\) and every complex \(E\) with \(Hv = Ev\). Neither \(x\) nor \(v\) is required to be nonzero, and \(g(x)v\) may vanish, in which case the second equation reads \(0 = 0\).

```lean
/-- Quasiparticle mode: if `A` is real and antisymmetric and `Ax = -i e x` with `e ≠ 0` real, then
`g(x)² = 0`, and `Hv = Ev` implies `H g(x)v = (E + e) g(x)v`. -/
theorem quasiparticle_mode {g : ι → Matrix m m ℂ} (hg : IsMajorana g) {A : Matrix ι ι ℝ}
    (hA : Aᵀ = -A) {x : ι → ℂ} {e : ℝ} (he : e ≠ 0)
    (hx : A.map Complex.ofReal *ᵥ x = (-(I * e)) • x) :
    mode g x * mode g x = 0 ∧
    ∀ (v : m → ℂ) (E : ℂ), hamiltonian A g *ᵥ v = E • v →
      hamiltonian A g *ᵥ (mode g x *ᵥ v) = (E + e) • (mode g x *ᵥ v) := by
  refine ⟨?_, fun v E hv => energy_shift hg hA hx hv⟩
  have h := mode_anticomm hg x x
  rw [eigenvector_isotropic hA he hx, mul_zero, zero_smul] at h
  calc mode g x * mode g x
      = (1 / 2 : ℂ) • (mode g x * mode g x + mode g x * mode g x) := by module
    _ = 0 := by rw [h, smul_zero]
```

The condition \(e \neq 0\) matters for the square. Take the Pauli matrices \(g_0 = X\) and \(g_1 = Y\), with \(A = 0\) and \(x = (1, 0)\). Then \(Ax = -ie\,x\) holds with \(e = 0\), but \(g(x)^2 = X^2 = 1\). This is a zero mode that is still a Majorana operator and not a fermionic ladder operator.

For finite systems of non-interacting fermions, including mean-field superconductors, the theorem turns each nonzero eigenvalue \(-ie\) of \(A\) into a candidate energy difference \(e\) of the many-body matrix \(H\). Whether a shifted vector is nonzero is a separate question, taken up below for Hermitian generators. The theorem takes the eigenvector \(x\) as given; it neither constructs a complete set of modes nor identifies a ground state.

## When the shifted vector is nonzero

Now let the generators also be Hermitian, \(g_j^\dagger = g_j\), which is the hypothesis `hh`. Taking the adjoint conjugates only the coefficients:

\[ g(x)^\dagger = \sum_j x_j^{*} g_j = g(x^{*}). \]

```lean
omit [DecidableEq ι] [Fintype m] [DecidableEq m] in
lemma mode_conjTranspose {g : ι → Matrix m m ℂ} (hh : ∀ j, (g j)ᴴ = g j) (x : ι → ℂ) :
    (mode g x)ᴴ = mode g (star x) := by
  simp [mode, Matrix.conjTranspose_sum, Matrix.conjTranspose_smul, hh]
```

Since \(A\) is real, conjugating \(Ax = -ie\,x\) gives

\[ Ax^{*} = ie\,x^{*} = -i(-e)\,x^{*} . \]

The energy shift, applied to \(x^{*}\) and \(-e\), then reads

\[ H g(x)^\dagger v = (E-e)\,g(x)^\dagger v . \]

For \(e > 0\), \(g(x)\) raises the energy and its adjoint lowers it; for \(e < 0\) the roles are reversed. The step `hs` is the conjugated eigenvalue equation, checked component by component.

```lean
/-- For Hermitian Majorana operators and real antisymmetric `A` with `Ax = -i e x`, `e` real, `Hv =
Ev` implies `H g(x)†v = (E - e) g(x)†v`. -/
theorem adjoint_mode_lowers {g : ι → Matrix m m ℂ} (hg : IsMajorana g)
    (hh : ∀ j, (g j)ᴴ = g j) {A : Matrix ι ι ℝ} (hA : Aᵀ = -A) {x : ι → ℂ} {e : ℝ}
    (hx : A.map Complex.ofReal *ᵥ x = (-(I * e)) • x) {v : m → ℂ} {E : ℂ}
    (hv : hamiltonian A g *ᵥ v = E • v) :
    hamiltonian A g *ᵥ ((mode g x)ᴴ *ᵥ v) = (E - e) • ((mode g x)ᴴ *ᵥ v) := by
  -- A is real, so the conjugate vector has the opposite eigenvalue
  have hs : A.map Complex.ofReal *ᵥ star x = (-(I * ((-e : ℝ) : ℂ))) • star x := by
    ext j
    have h := congrArg (starRingEnd ℂ) (congrFun hx j)
    simp only [Matrix.mulVec, dotProduct, Matrix.map_apply, Pi.smul_apply, smul_eq_mul,
      map_sum, map_mul, map_neg, Complex.conj_ofReal, Complex.conj_I] at h
    change ∑ k, (A j k : ℂ) * (starRingEnd ℂ) (x k)
      = -(I * ((-e : ℝ) : ℂ)) * (starRingEnd ℂ) (x j)
    rw [h]
    push_cast
    ring
  have h := energy_shift hg hA hs hv
  rw [Complex.ofReal_neg, ← sub_eq_add_neg] at h
  rwa [mode_conjTranspose hh]
```

The anticommutator of the mode with its adjoint is

\[ g(x)g(x)^\dagger + g(x)^\dagger g(x) = 2(x\cdot x^{*})\,1 = 2|x|^2\,1 . \]

For \(x \neq 0\), the rescaled operator \(g(x)/(\sqrt{2}\,|x|)\) therefore has the usual fermionic anticommutator 1 with its adjoint. If both \(g(x)\) and \(g(x)^\dagger\) annihilated an eigenvector \(v \neq 0\), applying the identity to \(v\) would give \(0 = 2|x|^2 v\), which is impossible. So at least one of \(g(x)v\) and \(g(x)^\dagger v\) is a nonzero eigenvector, with energy \(E + e\) or \(E - e\) respectively.

The proof splits on whether \(g(x)v = 0\). If it is, the contradiction above shows that \(g(x)^\dagger v\) is nonzero. The theorem also admits \(e = 0\), where both energies equal \(E\).

```lean
/-- Let the Majorana operators be Hermitian, `A` real and antisymmetric, and `Ax = -i e x` with `e`
real and `x ≠ 0`. For an eigenvector `v ≠ 0` of energy `E`, either `g(x)v` is a nonzero eigenvector
of energy `E + e`, or `g(x)†v` is one of energy `E - e`. -/
theorem exists_shifted_level {g : ι → Matrix m m ℂ} (hg : IsMajorana g)
    (hh : ∀ j, (g j)ᴴ = g j) {A : Matrix ι ι ℝ} (hA : Aᵀ = -A) {x : ι → ℂ} {e : ℝ}
    (hx : A.map Complex.ofReal *ᵥ x = (-(I * e)) • x) (hx0 : x ≠ 0) {v : m → ℂ} {E : ℂ}
    (hv : hamiltonian A g *ᵥ v = E • v) (hv0 : v ≠ 0) :
    (mode g x *ᵥ v ≠ 0 ∧
      hamiltonian A g *ᵥ (mode g x *ᵥ v) = (E + e) • (mode g x *ᵥ v)) ∨
    ((mode g x)ᴴ *ᵥ v ≠ 0 ∧
      hamiltonian A g *ᵥ ((mode g x)ᴴ *ᵥ v) = (E - e) • ((mode g x)ᴴ *ᵥ v)) := by
  by_cases h1 : mode g x *ᵥ v = 0
  · refine Or.inr ⟨fun h2 => ?_, adjoint_mode_lowers hg hh hA hx hv⟩
    -- the anticommutator is a nonzero number, so both cannot annihilate v
    have h := congrArg (fun M => M *ᵥ v) (mode_anticomm hg x (star x))
    simp only [← mode_conjTranspose hh, Matrix.add_mulVec, ← Matrix.mulVec_mulVec, h1, h2,
      Matrix.mulVec_zero, add_zero, Matrix.smul_mulVec, Matrix.one_mulVec] at h
    have hn : x ⬝ᵥ star x ≠ 0 := fun h0 =>
      hx0 (dotProduct_star_self_eq_zero.mp ((dotProduct_comm (star x) x).trans h0))
    exact (smul_ne_zero (mul_ne_zero two_ne_zero hn) hv0) h.symm
  · exact Or.inl ⟨h1, energy_shift hg hA hx hv⟩
```

## A single fermionic mode

The smallest physical example has two Majorana operators acting on one qubit, \(g_0 = X\) and \(g_1 = Y\).

```lean
/-- The Pauli matrices `X` and `Y` as a pair of Majorana operators. -/
def pauliPair : Fin 2 → Matrix (Fin 2) (Fin 2) ℂ :=
  ![!![0, 1; 1, 0], !![0, -I; I, 0]]
```

Take

\[ A = \begin{pmatrix} 0 & e \\ -e & 0 \end{pmatrix}, \qquad x = \begin{pmatrix} 1 \\ -i \end{pmatrix}, \qquad v = \begin{pmatrix} 1 \\ 0 \end{pmatrix} . \]

Then

\[ Ax = \begin{pmatrix} -ie \\ -e \end{pmatrix} = -ie\,x, \qquad H = \frac{ie}{4}(XY - YX) = -\frac{e}{2}Z , \]

where \(Z\) is the diagonal Pauli matrix with entries \(1\) and \(-1\), so \(Hv = -(e/2)v\). The mode is

\[ g(x) = X - iY = \begin{pmatrix} 0 & 0 \\ 2 & 0 \end{pmatrix}, \qquad g(x)v = \begin{pmatrix} 0 \\ 2 \end{pmatrix} . \]

The new vector has energy \(+e/2 = -e/2 + e\), and its normalised form is \((0, 1)\). Since \(|x|^2 = 2\), the normalised ladder operator is \(g(x)/2\).

The theorem checks the Clifford relations, Hermiticity, antisymmetry, both eigenvalue equations and \(g(x)v \neq 0\) for every real \(e\). Any nonzero \(e\) thus gives an instance of the main theorem in which the shifted vector does not vanish. The proof compares matrix and vector entries one at a time.

```lean
/-- The Pauli pair satisfies the Majorana relations and is Hermitian. For every real `e`, the matrix
`A = [[0, e], [-e, 0]]` is antisymmetric, and `x = (1, -i)` and `v = (1, 0)` satisfy `Ax = -i e x`,
`Hv = -(e/2)v` and `g(x)v ≠ 0`. -/
theorem quasiparticle_mode_witness (e : ℝ) :
    IsMajorana pauliPair ∧ (∀ j, (pauliPair j)ᴴ = pauliPair j) ∧
    (!![0, e; -e, 0] : Matrix (Fin 2) (Fin 2) ℝ)ᵀ = -!![0, e; -e, 0] ∧
    (!![0, e; -e, 0] : Matrix (Fin 2) (Fin 2) ℝ).map Complex.ofReal *ᵥ ![1, -I]
      = (-(I * e)) • ![1, -I] ∧
    hamiltonian !![0, e; -e, 0] pauliPair *ᵥ ![1, 0] = (-(e / 2) : ℂ) • ![1, 0] ∧
    mode pauliPair ![1, -I] *ᵥ ![1, 0] ≠ 0 := by
  refine ⟨?_, ?_, ?_, ?_, ?_, ?_⟩
  · intro j k
    fin_cases j <;> fin_cases k <;> ext a b <;> fin_cases a <;> fin_cases b <;>
      simp [pauliPair] <;> norm_num
  · intro j
    fin_cases j <;> ext a b <;> fin_cases a <;> fin_cases b <;> simp [pauliPair]
  · ext a b
    fin_cases a <;> fin_cases b <;> simp
  · ext a
    fin_cases a
    · simp [Matrix.mulVec, dotProduct, Fin.sum_univ_succ]
      ring
    · simp [Matrix.mulVec, dotProduct, Fin.sum_univ_succ]
      try linear_combination (-(e : ℂ)) * Complex.I_sq
  · ext a
    fin_cases a
    · simp [hamiltonian, pauliPair, Matrix.mulVec, dotProduct, Fin.sum_univ_succ]
      try linear_combination ((e : ℂ) / 2) * Complex.I_sq
    · simp [hamiltonian, pauliPair, Matrix.mulVec, dotProduct, Fin.sum_univ_succ]
  · intro h
    have h1 := congrFun h 1
    norm_num [mode, pauliPair, Matrix.mulVec, dotProduct, Fin.sum_univ_succ] at h1

end

end MajoranaQuasiparticle
```

```lean
#print axioms MajoranaQuasiparticle.quasiparticle_mode
#print axioms MajoranaQuasiparticle.exists_shifted_level
```

```
'MajoranaQuasiparticle.quasiparticle_mode' depends on axioms: [propext, Classical.choice, Quot.sound]
'MajoranaQuasiparticle.exists_shifted_level' depends on axioms: [propext, Classical.choice, Quot.sound]
```
